# For positive definite K, M-orthonormal projection gives positive squared response frequencies

## Frequencies from a small subspace

In linear response with real orbitals, the excitation frequencies $\omega$ of a molecule follow from a pair of equations, $Kp=\omega q$ and $Mq=\omega p$, with real symmetric matrices $K$ and $M$. In the common convention $K=A-B$ and $M=A+B$, where $A$ couples excitations with each other and $B$ couples them with de-excitations, while $q$ and $p$ are the sum and the difference of the excitation and de-excitation amplitudes. Eliminating $p$ gives $KMq=\omega^2q$. For a large molecule one projects this problem onto a few vectors, for instance from a Lanczos recurrence. A negative projected value gives an imaginary approximate frequency, which looks like an instability. Can projection create one when the exact $\omega^2$ are all positive, as they are for positive definite $K$ and $M$?

The product $KM$ is generally not symmetric, but it is self-adjoint for the form $u^TMv$:
$$u^TM(KMv)=(u^TMK)Mv=(KMu)^TMv .$$
This suggests projecting with $M$ in the inner product.

## Positivity of the projected matrix

Let the columns of $V$ satisfy $V^TMV=1$, and set $T=V^TMKMV$. Its eigenvalues $\theta$ are the Ritz values, the approximations to $\omega^2$.

With $W=MV$ and $M$ symmetric, $T=W^TKW$, which is symmetric, and
$$y^TTy=(Wy)^TK(Wy).$$
If $Wy=0$, then $y=V^TMVy=V^TWy=0$. If $K$ is positive definite, the right side is therefore positive for every $y\neq0$, so $T$ is positive definite. If $Ty=\theta y$, then $\theta\,y^Ty=y^TTy>0$, hence $\theta>0$.

The projected equation is also a Galerkin condition, since
$$V^TM(KMVy-\theta Vy)=Ty-\theta y.$$
The residual is $M$-orthogonal to the search space exactly when $Ty=\theta y$.

## Bounds from the exact modes

Suppose a square matrix $X$ holds a complete set of modes, with $X^TMX=1$ and $KMX=X\,\mathrm{diag}(w)$, and every $w_i$ lies in $[a,b]$. Since $X$ is square, $XX^TM=1$. Thus $M$ is the inverse of the symmetric matrix $XX^T$, and $KM=X\,\mathrm{diag}(w)X^TM$. With $C=X^TMV$,
$$T=C^T\mathrm{diag}(w)\,C,\qquad C^TC=V^TMXX^TMV=1.$$
For $Ty=\theta y$ with $y\ne0$ and $c=Cy$,
$$\theta\sum_i c_i^2=\sum_i w_ic_i^2,\qquad \sum_i c_i^2=y^Ty>0.$$
So $\theta$ is a weighted mean of the $w_i$ and lies in $[a,b]$.

## Semidefinite K, and a nonsymmetric M

If $K$ is only positive semidefinite, as with a zero mode, the same quadratic form gives $\theta\ge0$.

Symmetry of $M$ matters. Take $K=1$, $M=\begin{pmatrix}1&2\\-1&0\end{pmatrix}$ and $V=(1,0)^T$. Then $V^TMV=1$, but $T=(M^2)_{11}=-1$. Both remarks are short calculations by hand that the file below does not include.

## The statements in Lean

```lean
import Mathlib

open Matrix

namespace ResponseLanczosProjection

variable {n m : Type*} [Fintype n] [Fintype m]

/-- The matrix `Vᵀ M K M V`. When `M` is symmetric and the columns of `V` are `M`-orthonormal, it
represents the projection of the response operator `K M` onto the span of these columns, taken in
the `M`-inner product. -/
def projected (K M : Matrix n n ℝ) (V : Matrix n m ℝ) : Matrix m m ℝ :=
  Vᵀ * M * K * M * V

/-- For symmetric `K` and `M`, the response operator `K M` is self-adjoint with respect to
the bilinear form `u · M v`. -/
theorem response_selfAdjoint {K M : Matrix n n ℝ} (hK : K.IsSymm) (hM : M.IsSymm)
    (u v : n → ℝ) :
    u ⬝ᵥ (M *ᵥ ((K * M) *ᵥ v)) = ((K * M) *ᵥ u) ⬝ᵥ (M *ᵥ v) := by
  have h : (K * M) *ᵥ u = u ᵥ* (M * K) := by
    rw [← Matrix.vecMul_transpose, Matrix.transpose_mul, hK.eq, hM.eq]
  rw [h, ← Matrix.dotProduct_mulVec, Matrix.mulVec_mulVec, Matrix.mulVec_mulVec,
    Matrix.mul_assoc]

/-- The quadratic form of `Wᵀ A W` at `y` is the quadratic form of `A` at `W y`. -/
theorem quadratic_form_congruence (A : Matrix n n ℝ) (W : Matrix n m ℝ) (y : m → ℝ) :
    y ⬝ᵥ ((Wᵀ * A * W) *ᵥ y) = (W *ᵥ y) ⬝ᵥ (A *ᵥ (W *ᵥ y)) := by
  rw [← Matrix.mulVec_mulVec, ← Matrix.mulVec_mulVec,
    Matrix.dotProduct_mulVec y Wᵀ, Matrix.vecMul_transpose]

/-- If `K` is symmetric positive definite, `M` is symmetric and the columns of `V` are
`M`-orthonormal, then the projected response matrix is symmetric positive definite. -/
theorem projected_posDef [DecidableEq m] {K M : Matrix n n ℝ} {V : Matrix n m ℝ}
    (hK : K.PosDef) (hM : M.IsSymm) (hV : Vᵀ * M * V = 1) :
    (projected K M V).PosDef := by
  have hKt : Kᵀ = K := by
    rw [← Matrix.conjTranspose_eq_transpose_of_trivial]
    exact hK.isHermitian
  refine Matrix.posDef_iff_dotProduct_mulVec.2 ⟨?_, fun y hy => ?_⟩
  · change (projected K M V)ᴴ = projected K M V
    rw [Matrix.conjTranspose_eq_transpose_of_trivial]
    simp only [projected, Matrix.transpose_mul, Matrix.transpose_transpose, hKt, hM.eq,
      Matrix.mul_assoc]
  · -- `M V` has trivial kernel, because `Vᵀ` is a left inverse of it
    have hne : (M * V) *ᵥ y ≠ 0 := by
      intro h0
      apply hy
      calc y = (Vᵀ * M * V) *ᵥ y := by rw [hV, Matrix.one_mulVec]
        _ = Vᵀ *ᵥ ((M * V) *ᵥ y) := by rw [Matrix.mulVec_mulVec, Matrix.mul_assoc]
        _ = 0 := by rw [h0, Matrix.mulVec_zero]
    have hT : projected K M V = (M * V)ᵀ * K * (M * V) := by
      simp only [projected, Matrix.transpose_mul, hM.eq, Matrix.mul_assoc]
    have hpos := hK.dotProduct_mulVec_pos hne
    rw [star_trivial] at hpos ⊢
    rw [hT, quadratic_form_congruence]
    exact hpos

/-- If `K` is symmetric positive definite, `M` is symmetric and the columns of `V` are
`M`-orthonormal, then every Ritz value, that is, every squared response frequency computed from the
projected matrix, is positive. -/
theorem ritz_value_pos [DecidableEq m] {K M : Matrix n n ℝ} {V : Matrix n m ℝ}
    (hK : K.PosDef) (hM : M.IsSymm) (hV : Vᵀ * M * V = 1) {θ : ℝ} {y : m → ℝ}
    (hy : y ≠ 0) (hθ : projected K M V *ᵥ y = θ • y) : 0 < θ := by
  have h := (projected_posDef hK hM hV).dotProduct_mulVec_pos hy
  rw [star_trivial, hθ, dotProduct_smul, smul_eq_mul] at h
  have h0 : 0 ≤ y ⬝ᵥ y := Finset.sum_nonneg fun i _ => mul_self_nonneg (y i)
  exact pos_of_mul_pos_left h h0

/-- Galerkin condition: for `M`-orthonormal columns of `V`, the projected eigenvalue equation
holds for `θ` and `y` exactly when the residual of `V y` in the full problem is
`M`-orthogonal to all columns of `V`. -/
theorem galerkin_condition [DecidableEq m] {K M : Matrix n n ℝ} {V : Matrix n m ℝ}
    (hV : Vᵀ * M * V = 1) (θ : ℝ) (y : m → ℝ) :
    (Vᵀ * M) *ᵥ ((K * M) *ᵥ (V *ᵥ y) - θ • (V *ᵥ y)) = 0 ↔
      projected K M V *ᵥ y = θ • y := by
  simp only [Matrix.mul_assoc] at hV
  simp only [projected, Matrix.mulVec_sub, Matrix.mulVec_smul, Matrix.mulVec_mulVec,
    Matrix.mul_assoc]
  rw [hV, Matrix.one_mulVec, sub_eq_zero]

/-- Let the columns of `X` be a complete set of `M`-orthonormal eigenmodes of `K M` with
squared frequencies `w` in `[a, b]`. Then every Ritz value from `M`-orthonormal columns of `V`
lies in `[a, b]`. -/
theorem ritz_value_enclosure [DecidableEq n] [DecidableEq m] {K M X : Matrix n n ℝ}
    {V : Matrix n m ℝ} {w : n → ℝ} {a b : ℝ}
    (hX : Xᵀ * M * X = 1) (hmode : K * M * X = X * diagonal w)
    (hw : ∀ i, a ≤ w i ∧ w i ≤ b) (hV : Vᵀ * M * V = 1) {θ : ℝ} {y : m → ℝ}
    (hy : y ≠ 0) (hθ : projected K M V *ᵥ y = θ • y) : a ≤ θ ∧ θ ≤ b := by
  -- completeness of the modes, and the symmetry of `M` that it entails
  have hXr : X * (Xᵀ * M) = 1 := mul_eq_one_comm.mp hX
  have hM : Mᵀ = M := by
    have hl : Mᵀ * (X * Xᵀ) = 1 := by
      have h := congrArg Matrix.transpose hXr
      simpa only [Matrix.transpose_mul, Matrix.transpose_transpose, Matrix.transpose_one,
        Matrix.mul_assoc] using h
    exact left_inv_eq_right_inv hl (by rw [Matrix.mul_assoc]; exact hXr)
  have hKM : K * M = X * diagonal w * (Xᵀ * M) := by
    rw [← hmode, Matrix.mul_assoc (K * M), hXr, Matrix.mul_one]
  -- expand the search space in the exact modes
  have hT : projected K M V = (Xᵀ * M * V)ᵀ * diagonal w * (Xᵀ * M * V) := by
    calc projected K M V = Vᵀ * M * (K * M) * V := by
          simp only [projected, Matrix.mul_assoc]
      _ = _ := by
          rw [hKM]
          simp only [Matrix.transpose_mul, Matrix.transpose_transpose, hM, Matrix.mul_assoc]
  have hC : (Xᵀ * M * V)ᵀ * (1 : Matrix n n ℝ) * (Xᵀ * M * V) = 1 := by
    calc (Xᵀ * M * V)ᵀ * (1 : Matrix n n ℝ) * (Xᵀ * M * V)
        = Vᵀ * M * (X * (Xᵀ * M)) * V := by
          simp only [Matrix.transpose_mul, Matrix.transpose_transpose, hM, Matrix.mul_one,
            Matrix.mul_assoc]
      _ = 1 := by rw [hXr, Matrix.mul_one, hV]
  have h1 := quadratic_form_congruence (diagonal w) (Xᵀ * M * V) y
  have h2 := quadratic_form_congruence (1 : Matrix n n ℝ) (Xᵀ * M * V) y
  rw [← hT, hθ, dotProduct_smul, smul_eq_mul] at h1
  rw [hC, Matrix.one_mulVec, Matrix.one_mulVec] at h2
  generalize (Xᵀ * M * V) *ᵥ y = c at h1 h2
  have hpos : 0 < y ⬝ᵥ y := by
    obtain ⟨i, hi⟩ := Function.ne_iff.mp hy
    exact Finset.sum_pos' (fun j _ => mul_self_nonneg (y j))
      ⟨i, Finset.mem_univ i, mul_self_pos.2 hi⟩
  -- the Ritz value is a weighted mean of the exact squared frequencies
  have hlo : a * (c ⬝ᵥ c) ≤ c ⬝ᵥ (diagonal w *ᵥ c) := by
    simp only [dotProduct, Matrix.mulVec_diagonal, Finset.mul_sum]
    exact Finset.sum_le_sum fun i _ => by
      nlinarith [mul_le_mul_of_nonneg_right (hw i).1 (mul_self_nonneg (c i))]
  have hhi : c ⬝ᵥ (diagonal w *ᵥ c) ≤ b * (c ⬝ᵥ c) := by
    simp only [dotProduct, Matrix.mulVec_diagonal, Finset.mul_sum]
    exact Finset.sum_le_sum fun i _ => by
      nlinarith [mul_le_mul_of_nonneg_right (hw i).2 (mul_self_nonneg (c i))]
  rw [← h1, ← h2] at hlo hhi
  exact ⟨le_of_mul_le_mul_right hlo hpos, le_of_mul_le_mul_right hhi hpos⟩

/-- A real symmetric two-by-two matrix with positive first diagonal entry and positive
determinant is positive definite. -/
theorem posDef_two {p q r : ℝ} (hp : 0 < p) (hd : q ^ 2 < p * r) :
    (!![p, q; q, r] : Matrix (Fin 2) (Fin 2) ℝ).PosDef := by
  refine Matrix.posDef_iff_dotProduct_mulVec.2 ⟨?_, fun x hx => ?_⟩
  · ext i j
    fin_cases i <;> fin_cases j <;> simp
  · have e : star x ⬝ᵥ (!![p, q; q, r] *ᵥ x)
        = p * x 0 ^ 2 + 2 * q * x 0 * x 1 + r * x 1 ^ 2 := by
      simp [Matrix.mulVec, dotProduct, Fin.sum_univ_two]
      ring
    rw [e]
    refine (mul_pos_iff_of_pos_left hp).1 ?_
    by_cases h : x 1 = 0
    · have h0 : x 0 ≠ 0 := fun h0 => hx (by ext i; fin_cases i <;> simp [h0, h])
      have : 0 < (p * x 0) ^ 2 := by positivity
      rw [h]
      nlinarith
    · have : 0 < (p * r - q ^ 2) * x 1 ^ 2 := mul_pos (by linarith) (by positivity)
      nlinarith [sq_nonneg (p * x 0 + q * x 1)]

/-- The `M`-inner product matters: here `K` and `M` are positive definite and `V` is a unit
vector in the ordinary sense, yet the ordinary projection `Vᵀ K M V` is negative. -/
theorem ordinary_projection_negative :
    let K : Matrix (Fin 2) (Fin 2) ℝ := !![1, 0; 0, 3]
    let M : Matrix (Fin 2) (Fin 2) ℝ := !![9, 9; 9, 10]
    let V : Matrix (Fin 2) (Fin 1) ℝ := !![4 / 5; -3 / 5]
    K.PosDef ∧ M.PosDef ∧ Vᵀ * V = 1 ∧ Vᵀ * (K * M) * V = !![-18 / 25] := by
  refine ⟨posDef_two (by norm_num) (by norm_num), posDef_two (by norm_num) (by norm_num),
    ?_, ?_⟩ <;>
  · ext i j
    fin_cases i; fin_cases j
    norm_num [Matrix.mul_apply, Fin.sum_univ_succ]

/-- An explicit positive definite pair `K`, `M` with complete modes `X`, squared frequencies
`1` and `2`, and an `M`-normalised vector `V` whose projected value is `41/25`. -/
theorem projection_witness :
    let K : Matrix (Fin 2) (Fin 2) ℝ := !![3, 2; 2, 2]
    let M : Matrix (Fin 2) (Fin 2) ℝ := !![1, -1; -1, 2]
    let X : Matrix (Fin 2) (Fin 2) ℝ := !![1, 1; 0, 1]
    let V : Matrix (Fin 2) (Fin 1) ℝ := !![7 / 5; 4 / 5]
    K.PosDef ∧ M.PosDef ∧ Xᵀ * M * X = 1 ∧ K * M * X = X * diagonal ![1, 2] ∧
      Vᵀ * M * V = 1 ∧ projected K M V = !![41 / 25] := by
  refine ⟨posDef_two (by norm_num) (by norm_num), posDef_two (by norm_num) (by norm_num),
    ?_, ?_, ?_, ?_⟩ <;>
  · ext i j
    fin_cases i <;> fin_cases j <;>
      norm_num [projected, Matrix.mul_apply, Fin.sum_univ_succ, Matrix.diagonal_apply]

end ResponseLanczosProjection
```

```lean
#print axioms ResponseLanczosProjection.ritz_value_pos
#print axioms ResponseLanczosProjection.galerkin_condition
#print axioms ResponseLanczosProjection.ritz_value_enclosure
#print axioms ResponseLanczosProjection.ordinary_projection_negative
```

```
'ResponseLanczosProjection.ritz_value_pos' depends on axioms: [propext, Classical.choice, Quot.sound]
'ResponseLanczosProjection.galerkin_condition' depends on axioms: [propext, Classical.choice, Quot.sound]
'ResponseLanczosProjection.ritz_value_enclosure' depends on axioms: [propext, Classical.choice, Quot.sound]
'ResponseLanczosProjection.ordinary_projection_negative' depends on axioms: [propext, Classical.choice, Quot.sound]
```

## Reading the hypotheses

The finite types `n` and `m` index the full space and the search vectors, and `projected K M V` is $T$. `K.PosDef` includes symmetry. `M.IsSymm` asks only for symmetry, because `hV` already makes $M$ positive on the search space; the usual case of positive definite $M$ is included. If $M$ has a negative eigenvalue while $K$ is positive definite, some exact $\omega^2$ is negative, yet every Ritz value obtained in this way is positive. Positive Ritz values are therefore no proof of stability.

Any `V` satisfying `hV` is allowed. The Lanczos recurrence, its convergence and rounding errors are not treated. In `ritz_value_enclosure` the complete modes are assumed, not derived.

## From the calculation to the proof

`response_selfAdjoint` moves $KM$ across the form by transposition. `quadratic_form_congruence` is the identity for $y^TW^TAWy$. In `projected_posDef`, `hne` shows $MVy\neq0$ and `hT` rewrites $T$ as $W^TKW$; `ritz_value_pos` then evaluates the form at an eigenvector. `galerkin_condition` expands the residual and inserts `hV`.

In `ritz_value_enclosure`, `hXr` is completeness, while `hT` and `hC` are the two identities for $C$. The congruence lemma is applied with `diagonal w` and with the identity, and `hlo` and `hhi` compare the sums term by term.

`posDef_two` completes the square and serves the two examples. In `ordinary_projection_negative`, $V$ has ordinary length one and $V^TKMV=-18/25$, although $K$ and $M$ are positive definite. The same direction, $M$-normalised, gives $T=21/2$. In `projection_witness` all the assumptions are met, and the projected value $41/25$ lies between the exact values $1$ and $2$.
